# The linearized radial logarithmic derivative falls with energy and has at most one pole

## When the second basis function fails to help

In a linearized augmented-wave basis, each angular-momentum component of a wave arriving at the surface of an atomic sphere is continued inside by a radial combination $a\,u+b\,v$. Here $u$ is a radial solution at one chosen energy and $v$ is its energy derivative. Matching value and slope at the sphere radius $R$ gives two linear equations for $a$ and $b$, with determinant $v'(R)u(R)-v(R)u'(R)$.

If this determinant were zero, most incoming waves could not be matched. The function $u+tv$ would also have the same logarithmic derivative at $R$ for every energy shift $t$ at which it is defined, so a boundary condition could not select an energy. If the determinant had the wrong sign, the logarithmic derivative would rise with energy instead of falling.

For the nonrelativistic radial equation and $u(R)\neq 0$, neither happens. In Hartree atomic units, with $u$ and $v$ each standing for $r$ times the radial function, the determinant equals $-2\int_0^R u^2\,dr$, which is negative.

## The radial equation and its energy derivative

In atomic units, let $u(r)$ be $r$ times the radial wave function, and let $V$ be the effective radial potential, including the centrifugal term. At energy $E$,

$$u''=2(V-E)u .$$

Differentiating with respect to $E$ and writing $v=\partial u/\partial E$ gives

$$v''=2(V-E)v-2u .$$

Both functions vanish at the origin. To first order, the solution at energy $E+t$ is $u+tv$, and its logarithmic derivative at the boundary is

$$D(t)=\frac{u'(R)+t\,v'(R)}{u(R)+t\,v(R)} .$$

Using the radial function $u/r$ in place of $u$ would only subtract the constant $1/R$ from $D$, so slopes and poles are the same.

## What is assumed and what is concluded

The structure `RadialPair V E R u du v dv` collects the hypotheses. The functions `du` and `dv` are the slopes $u'$ and $v'$. The two differential equations are required only for $0<r<R$, while all four functions are continuous on $[0,R]$. The potential is an arbitrary real function, with no continuity assumed, so a Coulomb singularity at the nucleus is allowed. The structure also contains $R>0$ and $u(0)=v(0)=0$.

Under these conditions and $u(R)\neq0$, the theorem `RadialPair.linearized_logDeriv` states four things:

- The Wronskian $v'u-vu'$ at $R$ equals $-2\int_0^R u^2\,dr$.
- The derivative of $D$ is negative at every $t$ where the denominator is nonzero.
- The denominator vanishes for at most one $t$; this is the meaning of `Subsingleton`.
- Where the denominator vanishes, the numerator does not, so the zero is a true pole.

A further theorem, `RadialPair.linLogDeriv_injOn`, says that $D$ takes each value at most once on its domain. A prescribed logarithmic derivative therefore fixes at most one linearized energy.

The function $u$ need not be normalised. If $\int_0^R u^2\,dr=1$, the Wronskian at $R$ is $-2$.

The existence of $u$ and $v$ is assumed, and $v$ enters only through its differential equation, the continuity of $v$ and its slope, and its value at the origin. These conditions do not fix $v$: for any constant $c$, the function $v+cu$ satisfies them too. Replacing $v$ by $v+cu$ preserves the Wronskian but can move the pole, or remove it when the new $v(R)$ is zero. The statement also gives no estimate of how far $u+tv$ lies from the exact solution at energy $E+t$.

## The derivation by hand

Let $W=v'u-vu'$. For $0<r<R$,

$$\begin{aligned}
W' &= v''u+v'u'-v'u'-vu''\\
&=\bigl[2(V-E)v-2u\bigr]u-2(V-E)uv\\
&=-2u^2 .
\end{aligned}$$

The potential cancels, and only the source term in the equation for $v$ remains. Since $u(0)=v(0)=0$ and the slopes are finite at the origin, $W(0)=0$. Integration gives

$$W(R)=-2\int_0^R u^2\,dr .$$

The integrand $u^2$ is continuous and nonnegative, and it is positive at $R$. It is therefore positive on an interval next to $R$, so the integral is positive and $W(R)<0$.

For the slope of $D$, apply the quotient rule, with all radial functions taken at $R$:

$$\begin{aligned}
D'(t)&=\frac{v'(u+tv)-v(u'+tv')}{(u+tv)^2}\\
&=\frac{v'u-vu'}{(u+tv)^2}
=\frac{-2\int_0^R u^2\,dr}{\bigl(u(R)+t\,v(R)\bigr)^2}<0 .
\end{aligned}$$

Now suppose that the denominator vanishes at both $s$ and $t$. Subtraction gives $(s-t)\,v(R)=0$. If $s\neq t$, then $v(R)=0$, and the vanishing denominator forces $u(R)=0$, a contradiction.

If numerator and denominator both vanished at some $t$, then

$$W(R)=v'(R)\,[u(R)+t\,v(R)]-v(R)\,[u'(R)+t\,v'(R)]=0,$$

which is also impossible.

A negative slope on each side of a pole does not by itself prevent $D$ from taking the same value on both sides. For that, set $D(s)=D(t)$ and multiply out the denominators. The terms without $s$ or $t$ and those in $st$ cancel, leaving

$$(s-t)\,W(R)=0,$$

so $s=t$.

The condition $u(R)\neq0$ is stronger than this argument needs. If $u(R)=0$ but $u$ is not identically zero, $W(R)$ is still negative, hence $v(R)\neq0$, and the only pole is at $t=0$; this extension is argued here by hand and is left out of the Lean file.

## Free waves and high bands

For $V=0$ and $E=0$, take $u=r$ and $v=-r^3/3$. Then $u''=0$ and $v''=-2r=-2u$, as required. The logarithmic derivative is

$$D(t)=\frac{1-tR^2}{R-tR^3/3},$$

with its single pole at $t=3/R^2$.

The exact free solution of zero angular momentum at energy $k^2/2$ is $\sin(kr)$, up to a constant factor. It vanishes at $R$ whenever $kR=n\pi$ with $n\geq1$, and its slope there is nonzero. The exact logarithmic derivative thus has a pole at each energy $n^2\pi^2/(2R^2)$. The first lies at about $4.93/R^2$, and the linearized function has one pole in place of the whole sequence.

This bears on $GW$ calculations that sum over empty states. In the one-particle model of a single sphere, the exact radial solution has a node at $R$ again and again as the energy rises, each time with a different shape inside. With a single linearization energy, the coefficients in $a\,u+b\,v$ are free, but all combinations that vanish at $R$ are multiples of one function, so they cannot reproduce that sequence of shapes. Additional radial functions, such as local orbitals at higher energies, can supply some of the missing freedom.

## A family of solutions as the starting point

Another model would begin with a whole family $u(\varepsilon,r)$ of solutions, one for each energy $\varepsilon$ near $E$, and define $v$ as its derivative with respect to $\varepsilon$ at $E$. The equation for $v$ would then have to be derived, which requires enough regularity to exchange the energy and radial derivatives. In return, $D$ could be compared directly with the exact logarithmic derivative. The present model takes the equation for $v$ as a hypothesis and needs solutions at only one energy.

## The complete Lean file

```lean
import Mathlib

open Set

namespace LinearizedRadialBasis

noncomputable section

/-- A radial function `u` at energy `E` and a solution `v` of the energy-differentiated radial
equation in a sphere of radius `R`, with radial slopes `du` and `dv`. Both `u` and `v` vanish at the
centre. The equations hold inside the sphere, and the functions and slopes are continuous up to the
centre and the boundary. -/
structure RadialPair (V : ℝ → ℝ) (E R : ℝ) (u du v dv : ℝ → ℝ) : Prop where
  R_pos : 0 < R
  cont_u : ContinuousOn u (Icc 0 R)
  cont_du : ContinuousOn du (Icc 0 R)
  cont_v : ContinuousOn v (Icc 0 R)
  cont_dv : ContinuousOn dv (Icc 0 R)
  deriv_u : ∀ r ∈ Ioo 0 R, HasDerivAt u (du r) r
  deriv_du : ∀ r ∈ Ioo 0 R, HasDerivAt du (2 * (V r - E) * u r) r
  deriv_v : ∀ r ∈ Ioo 0 R, HasDerivAt v (dv r) r
  deriv_dv : ∀ r ∈ Ioo 0 R, HasDerivAt dv (2 * (V r - E) * v r - 2 * u r) r
  u_zero : u 0 = 0
  v_zero : v 0 = 0

/-- The Wronskian `v' u - v u'` at radius `r`. -/
def wronskian (u du v dv : ℝ → ℝ) (r : ℝ) : ℝ := dv r * u r - v r * du r

/-- The logarithmic derivative at `R` of the linearized radial function `u + t v`, where `t` is
the energy measured from `E`; its domain is `u R + t * v R ≠ 0`. -/
def linLogDeriv (u du v dv : ℝ → ℝ) (R t : ℝ) : ℝ :=
  (du R + t * dv R) / (u R + t * v R)

variable {V : ℝ → ℝ} {E R : ℝ} {u du v dv : ℝ → ℝ}

/-- Inside the sphere the Wronskian changes with radius at the rate `-2 u²`. -/
theorem RadialPair.hasDerivAt_wronskian (h : RadialPair V E R u du v dv)
    {r : ℝ} (hr : r ∈ Ioo 0 R) :
    HasDerivAt (wronskian u du v dv) (-2 * u r ^ 2) r := by
  show HasDerivAt (fun r => dv r * u r - v r * du r) _ r
  -- the potential terms cancel, only the source term of `v` survives
  exact (((h.deriv_dv r hr).fun_mul (h.deriv_u r hr)).fun_sub
    ((h.deriv_v r hr).fun_mul (h.deriv_du r hr))).congr_deriv (by ring)

/-- The Wronskian at the sphere boundary is minus twice the integral of `u²` over the sphere
radius. -/
theorem RadialPair.wronskian_eq (h : RadialPair V E R u du v dv) :
    wronskian u du v dv R = -2 * ∫ r in (0 : ℝ)..R, u r ^ 2 := by
  have hc : ContinuousOn (wronskian u du v dv) (Icc 0 R) :=
    (h.cont_dv.mul h.cont_u).sub (h.cont_v.mul h.cont_du)
  have hi : ContinuousOn (fun r => -2 * u r ^ 2) (Icc 0 R) :=
    continuousOn_const.mul (h.cont_u.pow 2)
  have key := intervalIntegral.integral_eq_sub_of_hasDerivAt_of_le h.R_pos.le hc
    (fun r hr => h.hasDerivAt_wronskian hr) (hi.intervalIntegrable_of_Icc h.R_pos.le)
  -- both functions vanish at the centre
  have h0 : wronskian u du v dv 0 = 0 := by
    simp [wronskian, h.u_zero, h.v_zero]
  rw [intervalIntegral.integral_const_mul, h0, sub_zero] at key
  exact key.symm

/-- If `u` does not vanish at the boundary, the Wronskian there is negative. -/
theorem RadialPair.wronskian_neg (h : RadialPair V E R u du v dv) (hu : u R ≠ 0) :
    wronskian u du v dv R < 0 := by
  have hpos : 0 < ∫ r in (0 : ℝ)..R, u r ^ 2 :=
    intervalIntegral.integral_pos h.R_pos (h.cont_u.pow 2) (fun r _ => sq_nonneg (u r))
      ⟨R, right_mem_Icc.mpr h.R_pos.le, by positivity⟩
  rw [h.wronskian_eq]
  linarith

/-- Away from a pole, the slope of the linearized logarithmic derivative in energy is
`-2 ∫ u² / (u + t v)²`, with the denominator taken at the boundary. -/
theorem RadialPair.hasDerivAt_linLogDeriv (h : RadialPair V E R u du v dv)
    {t : ℝ} (ht : u R + t * v R ≠ 0) :
    HasDerivAt (linLogDeriv u du v dv R)
      (-2 * (∫ r in (0 : ℝ)..R, u r ^ 2) / (u R + t * v R) ^ 2) t := by
  have lin : ∀ a b : ℝ, HasDerivAt (fun s : ℝ => a + s * b) b t := fun a b =>
    (((hasDerivAt_id' t).mul_const b).const_add a).congr_deriv (one_mul b)
  rw [← h.wronskian_eq]
  show HasDerivAt (fun s => (du R + s * dv R) / (u R + s * v R)) _ t
  refine ((lin (du R) (dv R)).fun_div (lin (u R) (v R)) ht).congr_deriv ?_
  unfold wronskian
  congr 1
  ring

/-- If `u` does not vanish at the boundary, then: the Wronskian there equals `-2 ∫ u²`; the
linearized logarithmic derivative falls with energy wherever it is defined; its denominator vanishes
at no more than one energy, and the numerator is nonzero there. -/
theorem RadialPair.linearized_logDeriv (h : RadialPair V E R u du v dv) (hu : u R ≠ 0) :
    dv R * u R - v R * du R = -2 * (∫ r in (0 : ℝ)..R, u r ^ 2) ∧
    (∀ t, u R + t * v R ≠ 0 → deriv (linLogDeriv u du v dv R) t < 0) ∧
    {t : ℝ | u R + t * v R = 0}.Subsingleton ∧
    (∀ t, u R + t * v R = 0 → du R + t * dv R ≠ 0) := by
  have hW := h.wronskian_neg hu
  refine ⟨h.wronskian_eq, fun t ht => ?_, fun s hs t ht => ?_, fun t ht hn => ?_⟩
  · rw [(h.hasDerivAt_linLogDeriv ht).deriv, ← h.wronskian_eq]
    exact div_neg_of_neg_of_pos hW (by positivity)
  · -- two zeros of a linear function would force `v R = 0`, hence `u R = 0`
    have hs' : u R + s * v R = 0 := hs
    have ht' : u R + t * v R = 0 := ht
    have hst : (s - t) * v R = 0 := by linear_combination hs' - ht'
    rcases mul_eq_zero.mp hst with h1 | h1
    · exact sub_eq_zero.mp h1
    · rw [h1, mul_zero, add_zero] at hs'
      exact absurd hs' hu
  · -- a common zero of numerator and denominator would make the Wronskian vanish
    have h0 : wronskian u du v dv R = 0 := by
      unfold wronskian
      linear_combination dv R * ht - v R * hn
    exact hW.ne h0

/-- If `u` does not vanish at the boundary, the linearized logarithmic derivative takes each value
at no more than one energy in its domain. -/
theorem RadialPair.linLogDeriv_injOn (h : RadialPair V E R u du v dv) (hu : u R ≠ 0) :
    InjOn (linLogDeriv u du v dv R) {t | u R + t * v R ≠ 0} := by
  intro s hs t ht hst
  unfold linLogDeriv at hst
  rw [div_eq_div_iff hs ht] at hst
  have hp : (s - t) * wronskian u du v dv R = 0 := by
    unfold wronskian
    linear_combination hst
  rcases mul_eq_zero.mp hp with h1 | h1
  · exact sub_eq_zero.mp h1
  · exact absurd h1 (h.wronskian_neg hu).ne

/-- For zero potential, `E = 0` and `R > 0`, the functions `u = r` and `v = -r³/3` form a radial
pair, and the denominator of the linearized logarithmic derivative vanishes exactly at `t = 3/R²`.
-/
theorem freeWave_witness (hR : 0 < R) :
    RadialPair (fun _ => 0) 0 R (fun r => r) (fun _ => 1)
      (fun r => -r ^ 3 / 3) (fun r => -r ^ 2) ∧
    ∀ t : ℝ, R + t * (-R ^ 3 / 3) = 0 ↔ t = 3 / R ^ 2 := by
  have hR2 : R ^ 2 ≠ 0 := pow_ne_zero 2 hR.ne'
  refine ⟨⟨hR, by fun_prop, by fun_prop, by fun_prop, by fun_prop,
    fun r _ => hasDerivAt_id' r,
    fun r _ => (hasDerivAt_const r (1 : ℝ)).congr_deriv (by simp),
    fun r _ => ((hasDerivAt_pow 3 r).fun_neg.div_const 3).congr_deriv ?_,
    fun r _ => (hasDerivAt_pow 2 r).fun_neg.congr_deriv ?_,
    by simp, by simp⟩, fun t => ⟨fun h => ?_, fun h => ?_⟩⟩
  · show -(((3 : ℕ) : ℝ) * r ^ 2) / 3 = -r ^ 2
    push_cast
    ring
  · show -(((2 : ℕ) : ℝ) * r ^ 1) = 2 * (0 - 0) * (-r ^ 3 / 3) - 2 * r
    push_cast
    ring
  · have h1 : R * (3 - t * R ^ 2) = 0 := by linear_combination 3 * h
    have h2 := (mul_eq_zero.mp h1).resolve_left hR.ne'
    rw [eq_div_iff hR2]
    linarith
  · have h2 : t * R ^ 2 = 3 := by
      rw [h]
      exact div_mul_cancel₀ 3 hR2
    linear_combination (-R / 3) * h2

/-- For zero potential and `k R = n π` with `n ≥ 1`, the wave `sin (k r)` solves the radial
equation at energy `k²/2` and vanishes at `R` with nonzero slope. -/
theorem freeWave_exact_nodes {k : ℝ} {n : ℕ} (hn : 0 < n) (hk : k * R = n * Real.pi) :
    (∀ r, HasDerivAt (fun r => Real.sin (k * r)) (k * Real.cos (k * r)) r) ∧
    (∀ r, HasDerivAt (fun r => k * Real.cos (k * r))
      (2 * (0 - k ^ 2 / 2) * Real.sin (k * r)) r) ∧
    Real.sin (k * R) = 0 ∧ k * Real.cos (k * R) ≠ 0 := by
  have hs : Real.sin (k * R) = 0 := by
    rw [hk]
    exact Real.sin_nat_mul_pi n
  have hpos : 0 < (n : ℝ) * Real.pi :=
    mul_pos (Nat.cast_pos.mpr hn) Real.pi_pos
  refine ⟨fun r => ((hasDerivAt_id' r).const_mul k).sin.congr_deriv (by ring),
    fun r => (((hasDerivAt_id' r).const_mul k).cos.const_mul k).congr_deriv (by ring),
    hs, mul_ne_zero (fun h0 => ?_) (fun hc => ?_)⟩
  · rw [h0, zero_mul] at hk
    linarith
  · have h1 := Real.sin_sq_add_cos_sq (k * R)
    rw [hs, hc] at h1
    norm_num at h1

end

end LinearizedRadialBasis
```

```lean
#print axioms LinearizedRadialBasis.RadialPair.linearized_logDeriv
#print axioms LinearizedRadialBasis.RadialPair.linLogDeriv_injOn
#print axioms LinearizedRadialBasis.freeWave_exact_nodes
```

```
'LinearizedRadialBasis.RadialPair.linearized_logDeriv' depends on axioms: [propext, Classical.choice, Quot.sound]
'LinearizedRadialBasis.RadialPair.linLogDeriv_injOn' depends on axioms: [propext, Classical.choice, Quot.sound]
'LinearizedRadialBasis.freeWave_exact_nodes' depends on axioms: [propext, Classical.choice, Quot.sound]
```

## How the proof follows the derivation

**The Wronskian.** `RadialPair.hasDerivAt_wronskian` applies the product rule to $v'u$ and $vu'$ and subtracts. The differential equations enter through `h.deriv_dv` and `h.deriv_du`. The final `ring` carries out the cancellation that leaves $-2u^2$.

`RadialPair.wronskian_eq` then integrates. The version of the fundamental theorem of calculus used here asks for continuity on $[0,R]$ but for a derivative only in the interior. This is what permits a potential that is singular at the origin. The step `h0` evaluates the Wronskian at the centre, where both of its terms vanish.

**The sign.** `RadialPair.wronskian_neg` obtains a positive integral from three facts: $u^2$ is continuous, it is nonnegative, and it is positive at one point of the interval. The point supplied is $R$ itself, which is where `hu` is used.

**The slope.** In `RadialPair.hasDerivAt_linLogDeriv`, the local result `lin` differentiates a function of the form $a+sb$. It serves for both numerator and denominator, and `fun_div` is the quotient rule. After `congr 1` has separated the numerators from the common denominator, `ring` identifies the numerator with the Wronskian.

**The four conclusions.** The first part of `RadialPair.linearized_logDeriv` is the integral identity already proved. The second divides the negative Wronskian by a positive square. For the third, `linear_combination` subtracts the two vanishing denominators to give $(s-t)\,v(R)=0$, and the two cases of a zero product are treated as in the derivation. For the fourth, another linear combination, with coefficients $v'(R)$ and $-v(R)$, turns a common zero into $W(R)=0$, contradicting `hW`.

**One energy per value.** `RadialPair.linLogDeriv_injOn` uses `div_eq_div_iff` to multiply out the equality of two quotients. Both denominators are nonzero because the theorem restricts $s$ and $t$ to the domain of $D$. What remains is $(s-t)\,W(R)=0$, and the sign of the Wronskian rules out the second factor.

**The examples.** `freeWave_witness` checks every field of `RadialPair` for $u=r$ and $v=-r^3/3$, then proves both directions of the equivalence that locates the pole. `freeWave_exact_nodes` verifies the radial equation for $\sin(kr)$ and the node at $R$. The slope there is nonzero because $k\neq0$ and because sine and cosine cannot vanish together: their squares sum to one.
